# When the sample variance is quartic in a Jastrow parameter, one of at most three stationary points is its global minimum

An optimiser that stops wherever the slope of the variance vanishes can stop at the wrong parameter. Take two equally weighted samples with local energies \(t^2-1\) and \(1-t^2\). A gradient method started at \(t=0\) sees zero slope and stays there, with variance 1, although the variance at \(t=1\) is zero. A vanishing slope does not certify a minimum. Comparing the variance at all stationary points does find the global minimum, provided that there are finitely many of them and that the global minimum is among them.

The setting is a trial function \(\Psi_t=e^{tJ}\Phi\), with \(J\) and \(\Phi\) real and fixed and \(t\) the only parameter. For a Hamiltonian \(-\tfrac12\nabla^2+V\) with a local potential, the local energy \(H\Psi_t/\Psi_t\) at sample \(i\) is \(E_i(t)=a_i+b_it+c_it^2\), where

\[
a=\frac{H\Phi}{\Phi},\qquad b=-\tfrac12\nabla^2J-\nabla J\cdot\frac{\nabla\Phi}{\Phi},\qquad c=-\tfrac12|\nabla J|^2 .
\]

The Lean file starts from this quadratic form and takes \(a_i,b_i,c_i\) as arbitrary real numbers.

## Samples, weights and local energies

```lean
import Mathlib

open Polynomial

namespace JastrowVarianceMinimization

noncomputable section

variable {ι : Type*} [Fintype ι]
```

The type `ι` is a finite set of sample labels. A quantity measured on the sample is a function `ι → ℝ`, one real number per label.

```lean
/-- Weighted sample mean of a quantity `f`. -/
def mean (w f : ι → ℝ) : ℝ := ∑ i, w i * f i
```

This is \(\langle f\rangle=\sum_i w_if_i\). The definition does not require normalised weights; theorems that need \(\sum_iw_i=1\) say so in a hypothesis named `hsum`.

```lean
/-- Weighted sample covariance, the mean of the product minus the product of the means. -/
def cov (w f g : ι → ℝ) : ℝ := mean w (fun i => f i * g i) - mean w f * mean w g
```

In ordinary notation, \(\mathrm{Cov}(f,g)=\langle fg\rangle-\langle f\rangle\langle g\rangle\).

```lean
/-- Weighted sample variance. -/
def variance (w f : ι → ℝ) : ℝ := cov w f f
```

The variance is \(\mathrm{Var}(f)=\mathrm{Cov}(f,f)\), without the \(N/(N-1)\) correction used for unbiased estimates.

```lean
/-- Local energy of sample `i` at the value `t` of a linear Jastrow parameter. -/
def localEnergy (a b c : ι → ℝ) (t : ℝ) (i : ι) : ℝ := a i + b i * t + c i * t ^ 2
```

This is \(E_i(t)\). The weights do not depend on \(t\): the configurations and their weights stay fixed while the parameter moves. Reweighting with \(|\Psi_t|^2\) would in general give a different function of \(t\), which is not treated here.

```lean
/-- The polynomial in the Jastrow parameter whose coefficients are built from the
covariances of `a`, `b` and `c`. -/
def variancePoly (w a b c : ι → ℝ) : ℝ[X] :=
  C (variance w a) + C (2 * cov w a b) * X + C (variance w b + 2 * cov w a c) * X ^ 2
    + C (2 * cov w b c) * X ^ 3 + C (variance w c) * X ^ 4
```

`ℝ[X]` is the type of real polynomials, `X` is the variable and `C` turns a number into a constant polynomial. Written as a function of \(t\), the definition reads

\[
P(t)=\mathrm{Var}(a)+2\,\mathrm{Cov}(a,b)\,t+[\mathrm{Var}(b)+2\,\mathrm{Cov}(a,c)]\,t^2+2\,\mathrm{Cov}(b,c)\,t^3+\mathrm{Var}(c)\,t^4 .
\]

So far \(P\) is only a definition. Its link to the variance of the local energies is proved below.

## Positivity of the variance

```lean
/-- For normalised weights the variance is the weighted sum of squared deviations
from the mean. -/
theorem variance_eq_sum (w f : ι → ℝ) (hsum : ∑ i, w i = 1) :
    variance w f = ∑ i, w i * (f i - mean w f) ^ 2 := by
  have key : ∀ m : ℝ, ∑ i, w i * (f i - m) ^ 2
      = mean w (fun i => f i * f i) + (-2 * m) * mean w f + m ^ 2 * ∑ i, w i := by
    intro m
    simp only [mean, Finset.mul_sum, ← Finset.sum_add_distrib]
    exact Finset.sum_congr rfl fun i _ => by ring
  rw [key (mean w f), hsum]
  unfold variance cov
  ring
```

For any number \(m\),

\[
\sum_iw_i(f_i-m)^2=\langle f^2\rangle-2m\langle f\rangle+m^2\sum_iw_i .
\]

Setting \(m=\langle f\rangle\) and \(\sum_iw_i=1\) leaves \(\langle f^2\rangle-\langle f\rangle^2\). The step `key` is the displayed identity, and `ring` does the final algebra.

```lean
/-- With positive normalised weights, the variance is positive exactly when the quantity
takes different values on two samples. -/
theorem variance_pos_iff (w f : ι → ℝ) (hw : ∀ i, 0 < w i) (hsum : ∑ i, w i = 1) :
    0 < variance w f ↔ ∃ i j, f i ≠ f j := by
  rw [variance_eq_sum w f hsum]
  constructor
  · intro h
    by_contra hne
    have hall : ∀ i j, f i = f j := fun i j => by_contra fun hij => hne ⟨i, j, hij⟩
    -- a constant quantity equals its mean
    have hm : ∀ i, mean w f = f i := fun i =>
      calc mean w f = ∑ j, w j * f i := Finset.sum_congr rfl fun j _ => by rw [hall j i]
        _ = f i := by rw [← Finset.sum_mul, hsum, one_mul]
    have hz : ∑ i, w i * (f i - mean w f) ^ 2 = 0 :=
      Finset.sum_eq_zero fun i _ => by rw [hm i]; ring
    exact h.ne' hz
  · rintro ⟨i, j, hij⟩
    obtain ⟨k, hk⟩ : ∃ k, f k ≠ mean w f := by
      by_contra h
      have h' : ∀ k, f k = mean w f := fun k => by_contra fun hk => h ⟨k, hk⟩
      exact hij ((h' i).trans (h' j).symm)
    exact Finset.sum_pos' (fun l _ => mul_nonneg (hw l).le (sq_nonneg _))
      ⟨k, Finset.mem_univ k, mul_pos (hw k) (pow_pos_of_ne (sub_ne_zero.mpr hk))⟩
where
  pow_pos_of_ne {x : ℝ} (hx : x ≠ 0) : 0 < x ^ 2 := by positivity
```

The hypothesis `hw` says that every weight is positive. The claim is that \(\mathrm{Var}(f)>0\) exactly when \(f_i\ne f_j\) for some pair of samples.

If all \(f_i\) are equal, each equals the mean, so every squared deviation is zero and the variance vanishes. Conversely, if two values differ, they cannot both equal the mean. Some \(f_k\) then deviates from it, and its term \(w_k(f_k-\langle f\rangle)^2\) is positive while the others are nonnegative. The two bullets in the proof are these two arguments.

## The variance as a quartic

```lean
/-- The variance of the local energies at parameter `t` is the value of the variance
polynomial at `t`. -/
theorem variance_localEnergy (w a b c : ι → ℝ) (t : ℝ) :
    variance w (localEnergy a b c t) = (variancePoly w a b c).eval t := by
  have h1 : mean w (localEnergy a b c t) = mean w a + mean w b * t + mean w c * t ^ 2 := by
    simp only [mean, localEnergy, Finset.sum_mul, ← Finset.sum_add_distrib]
    exact Finset.sum_congr rfl fun i _ => by ring
  have h2 : mean w (fun i => localEnergy a b c t i * localEnergy a b c t i)
      = mean w (fun i => a i * a i) + mean w (fun i => a i * b i) * (2 * t)
        + mean w (fun i => b i * b i) * t ^ 2 + mean w (fun i => a i * c i) * (2 * t ^ 2)
        + mean w (fun i => b i * c i) * (2 * t ^ 3) + mean w (fun i => c i * c i) * t ^ 4 := by
    simp only [mean, localEnergy, Finset.sum_mul, ← Finset.sum_add_distrib]
    exact Finset.sum_congr rfl fun i _ => by ring
  simp only [variancePoly, eval_add, eval_mul, eval_C, eval_pow, eval_X]
  unfold variance cov
  rw [h1, h2]
  ring
```

This theorem says \(\mathrm{Var}(E(t))=P(t)\) for every \(t\). The two means needed are

\[
\langle E\rangle=\langle a\rangle+\langle b\rangle t+\langle c\rangle t^2,
\]

\[
\langle E^2\rangle=\langle a^2\rangle+2\langle ab\rangle t+(\langle b^2\rangle+2\langle ac\rangle)t^2+2\langle bc\rangle t^3+\langle c^2\rangle t^4 .
\]

The square of the first is

\[
\langle E\rangle^2=\langle a\rangle^2+2\langle a\rangle\langle b\rangle t+(\langle b\rangle^2+2\langle a\rangle\langle c\rangle)t^2+2\langle b\rangle\langle c\rangle t^3+\langle c\rangle^2t^4 .
\]

Subtracting it from \(\langle E^2\rangle\) power by power gives the covariances in \(P\). In Lean, `h1` and `h2` are the two means. The identity holds for any weights, normalised or not.

```lean
/-- The variance polynomial has degree at most four, and its quartic coefficient is the
variance of `c`. -/
theorem variancePoly_degree (w a b c : ι → ℝ) :
    (variancePoly w a b c).natDegree ≤ 4 ∧ (variancePoly w a b c).coeff 4 = variance w c := by
  constructor
  · unfold variancePoly
    compute_degree
  · simp only [variancePoly, coeff_add, coeff_C_mul, coeff_X_pow, coeff_X, coeff_C]
    norm_num
```

The degree `natDegree` is at most 4, and the coefficient of \(t^4\) is \(\mathrm{Var}(c)\). Both can be read off from the definition of \(P\).

## A global minimum exists and is stationary

```lean
/-- The variance of the local energies attains a global minimum over the Jastrow parameter,
at a point where the derivative of the variance polynomial vanishes. -/
theorem exists_stationary_minimum (w a b c : ι → ℝ) (hw : ∀ i, 0 < w i)
    (hsum : ∑ i, w i = 1) :
    ∃ t₀, (derivative (variancePoly w a b c)).eval t₀ = 0 ∧
      ∀ t, variance w (localEnergy a b c t₀) ≤ variance w (localEnergy a b c t) := by
  have hnn : ∀ t, 0 ≤ (variancePoly w a b c).eval t := fun t => by
    rw [← variance_localEnergy, variance_eq_sum _ _ hsum]
    exact Finset.sum_nonneg fun i _ => mul_nonneg (hw i).le (sq_nonneg _)
  -- a polynomial attains its least absolute value, which here is its least value
  obtain ⟨t₀, h⟩ := (variancePoly w a b c).exists_forall_norm_le
  have hmin : ∀ t, (variancePoly w a b c).eval t₀ ≤ (variancePoly w a b c).eval t := fun t => by
    have ht := h t
    rwa [Real.norm_eq_abs, Real.norm_eq_abs, abs_of_nonneg (hnn t₀),
      abs_of_nonneg (hnn t)] at ht
  have hloc : IsLocalMin (fun t => (variancePoly w a b c).eval t) t₀ :=
    Filter.Eventually.of_forall hmin
  refine ⟨t₀, hloc.hasDerivAt_eq_zero ((variancePoly w a b c).hasDerivAt t₀), fun t => ?_⟩
  rw [variance_localEnergy, variance_localEnergy]
  exact hmin t
```

From here on the weights are positive and sum to 1. Under these hypotheses there is a \(t_0\) with \(P'(t_0)=0\) and \(\mathrm{Var}(E(t_0))\le\mathrm{Var}(E(t))\) for all \(t\). This holds whether or not \(c\) is constant.

If \(P\) is constant, any \(t_0\) will do. Otherwise \(|P(t)|\to\infty\) in both directions, so outside some closed interval containing 0 it exceeds \(|P(0)|\). On the interval, continuity gives a point where \(|P|\) is smallest, and that point is then smallest on the whole line. Since \(P\) is a variance, \(P\ge0\) and \(|P|=P\), so the point minimises \(P\) itself. At a minimum of a differentiable function on the line the derivative is zero.

The Lean proof uses the same ingredients, with nonnegativity proved first. `hnn` is nonnegativity, the Mathlib lemma `exists_forall_norm_le` supplies the least absolute value, `hmin` removes the absolute values, and `hloc` leads to the vanishing derivative.

```lean
/-- If `c` is not constant over the sample, the variance polynomial has degree four, its
derivative has at most three distinct real roots, and one of them is a global minimum of
the variance. -/
theorem global_minimum_among_cubic_roots (w a b c : ι → ℝ) (hw : ∀ i, 0 < w i)
    (hsum : ∑ i, w i = 1) (hc : ∃ i j, c i ≠ c j) :
    (variancePoly w a b c).natDegree = 4 ∧
    (derivative (variancePoly w a b c)).roots.toFinset.card ≤ 3 ∧
    ∃ t₀ ∈ (derivative (variancePoly w a b c)).roots.toFinset,
      ∀ t, variance w (localEnergy a b c t₀) ≤ variance w (localEnergy a b c t) := by
  have hpos := (variance_pos_iff w c hw hsum).mpr hc
  obtain ⟨hdeg, h4⟩ := variancePoly_degree w a b c
  -- the positive quartic coefficient keeps the derivative from vanishing identically
  have hne : derivative (variancePoly w a b c) ≠ 0 := by
    intro h0
    have h3 := coeff_derivative (variancePoly w a b c) 3
    have h4' : (variancePoly w a b c).coeff (3 + 1) = variance w c := h4
    rw [h0, coeff_zero, h4'] at h3
    push_cast at h3
    linarith
  refine ⟨le_antisymm hdeg (le_natDegree_of_ne_zero (by rw [h4]; exact hpos.ne')), ?_, ?_⟩
  · have r1 := Multiset.toFinset_card_le (derivative (variancePoly w a b c)).roots
    have r2 := card_roots' (derivative (variancePoly w a b c))
    have r3 := natDegree_derivative_le (variancePoly w a b c)
    omega
  · obtain ⟨t₀, hroot, hmin⟩ := exists_stationary_minimum w a b c hw hsum
    exact ⟨t₀, Multiset.mem_toFinset.mpr ((mem_roots hne).mpr hroot), hmin⟩
```

The extra hypothesis `hc` says that \(c\) takes different values on at least two samples. Then \(\mathrm{Var}(c)>0\), so \(P\) has degree exactly 4, and

\[
P'(t)=2\,\mathrm{Cov}(a,b)+2[\mathrm{Var}(b)+2\,\mathrm{Cov}(a,c)]t+6\,\mathrm{Cov}(b,c)t^2+4\,\mathrm{Var}(c)t^3
\]

is a genuine cubic. It has at most three distinct real roots, and the stationary minimum found above is one of them.

Lean's `roots` lists real roots with multiplicity, and `toFinset` removes the repetitions. Mathlib assigns the zero polynomial an empty list of roots, so the proof first shows in `hne` that \(P'\) is not zero: otherwise its cubic coefficient \(4\,\mathrm{Var}(c)\) would vanish.

For variational Monte Carlo with one linear Jastrow parameter, a fixed weighted sample and non-constant \(c\), variance minimisation thus reduces to solving one cubic and comparing at most three values. The result is the minimum of the sample variance, which need not minimise the exact variance or the energy.

```lean
/-- A parameter whose variance equals the lowest variance taken at any stationary point is a global
minimum of the variance. -/
theorem best_stationary_point_is_global (w a b c : ι → ℝ) (hw : ∀ i, 0 < w i)
    (hsum : ∑ i, w i = 1) (s : ℝ)
    (hs : IsLeast ((fun t => variance w (localEnergy a b c t)) ''
      {t | (derivative (variancePoly w a b c)).eval t = 0})
      (variance w (localEnergy a b c s))) (t : ℝ) :
    variance w (localEnergy a b c s) ≤ variance w (localEnergy a b c t) := by
  obtain ⟨t₀, hroot, hmin⟩ := exists_stationary_minimum w a b c hw hsum
  exact (hs.2 ⟨t₀, hroot, rfl⟩).trans (hmin t)
```

This theorem justifies the comparison. `IsLeast` says that the variance at \(s\) is one of the values taken at stationary points and that no stationary point has a lower one. The global minimiser \(t_0\) is itself stationary, so for every \(t\)

\[
\mathrm{Var}(E(s))\le\mathrm{Var}(E(t_0))\le\mathrm{Var}(E(t)).
\]

The proof chains these two inequalities with `.trans`.

## Constant quadratic coefficient

```lean
/-- If the quadratic coefficient is the same for all samples and `b` is not constant, the
variance has exactly one global minimiser, minus the covariance of `a` and `b` divided by
the variance of `b`. -/
theorem minimizer_of_constant_curvature (w a b : ι → ℝ) (k : ℝ) (hw : ∀ i, 0 < w i)
    (hsum : ∑ i, w i = 1) (hb : ∃ i j, b i ≠ b j) (t : ℝ) :
    (∀ s, variance w (localEnergy a b (fun _ => k) t)
      ≤ variance w (localEnergy a b (fun _ => k) s)) ↔ t = -cov w a b / variance w b := by
  have hpos := (variance_pos_iff w b hw hsum).mpr hb
  -- a constant has zero covariance with everything
  have hk : ∀ f : ι → ℝ, cov w f (fun _ => k) = 0 := fun f => by
    simp only [cov, mean, ← mul_assoc, ← Finset.sum_mul, hsum]
    ring
  have hV : ∀ s, variance w (localEnergy a b (fun _ => k) s)
      = variance w a + 2 * cov w a b * s + variance w b * s ^ 2 := fun s => by
    have hkk : variance w (fun _ => k) = 0 := hk _
    rw [variance_localEnergy]
    simp only [variancePoly, eval_add, eval_mul, eval_C, eval_pow, eval_X, hk, hkk]
    ring
  simp only [hV]
  rw [eq_div_iff hpos.ne']
  constructor
  · intro h
    have h0 := h (-cov w a b / variance w b)
    have hq : -cov w a b / variance w b * variance w b = -cov w a b :=
      div_mul_cancel₀ _ hpos.ne'
    generalize -cov w a b / variance w b = q at h0 hq
    have hsq : variance w b * (t - q) ^ 2 ≤ 0 := by
      have e : variance w b * (t - q) ^ 2 = (variance w a + 2 * cov w a b * t
          + variance w b * t ^ 2) - (variance w a + 2 * cov w a b * q
          + variance w b * q ^ 2) := by
        linear_combination (2 * q - 2 * t) * hq
      linarith
    have hz : (t - q) ^ 2 = 0 :=
      le_antisymm (nonpos_of_mul_nonpos_right hsq hpos) (sq_nonneg _)
    have htq : t = q := sub_eq_zero.mp (pow_eq_zero_iff (two_ne_zero)|>.mp hz)
    rw [htq, hq]
  · intro h s
    have hsq := mul_nonneg hpos.le (sq_nonneg (s - t))
    have e : variance w b * (s - t) ^ 2 = (variance w a + 2 * cov w a b * s
        + variance w b * s ^ 2) - (variance w a + 2 * cov w a b * t
        + variance w b * t ^ 2) := by
      linear_combination (2 * t - 2 * s) * h
    linarith
```

Here \(c_i=k\) for all samples, while \(b\) is not constant. A constant has zero covariance with everything, so the quartic and cubic terms vanish and

\[
\mathrm{Var}(E(s))=\mathrm{Var}(a)+2\,\mathrm{Cov}(a,b)s+\mathrm{Var}(b)s^2 .
\]

With \(q=-\mathrm{Cov}(a,b)/\mathrm{Var}(b)\), completing the square gives

\[
\mathrm{Var}(E(s))-\mathrm{Var}(E(q))=\mathrm{Var}(b)\,(s-q)^2 .
\]

Since \(\mathrm{Var}(b)>0\), the right side is nonnegative and vanishes only at \(s=q\). The theorem puts this as an equivalence: \(t\) is a global minimiser if and only if \(t=q\), which covers existence and uniqueness together.

In the file, `hk` is the vanishing covariance and `hV` the reduced parabola. The two `linear_combination` steps verify the completed square, one for each direction of the equivalence.

## A stationary point that is not a minimum

```lean
/-- Two equally weighted samples with local energies `t² - 1` and `1 - t²` have variance
`(t² - 1)²`; the derivative vanishes at `t = 0`, where the variance is larger than at `t = 1`. -/
theorem double_well :
    let w : Fin 2 → ℝ := fun _ => 1 / 2
    let V : ℝ → ℝ := fun t => variance w (localEnergy ![-1, 1] 0 ![1, -1] t)
    (∀ t, V t = (t ^ 2 - 1) ^ 2) ∧
      (derivative (variancePoly w ![-1, 1] 0 ![1, -1])).eval 0 = 0 ∧ V 1 < V 0 := by
  intro w V
  have hV : ∀ t, V t = (t ^ 2 - 1) ^ 2 := fun t => by
    simp [V, w, variance, cov, mean, localEnergy, Fin.sum_univ_two]
    ring
  refine ⟨hV, ?_, by rw [hV, hV]; norm_num⟩
  -- the slope at the origin is twice the covariance of `a` and `b`, and `b` is zero
  rw [← coeff_zero_eq_eval_zero, coeff_derivative]
  simp only [variancePoly, coeff_add, coeff_C_mul, coeff_X_pow, coeff_X, coeff_C]
  simp [cov, mean]

end

end JastrowVarianceMinimization
```

These are the two samples from the opening: `Fin 2` has two labels, `![-1, 1]` lists the values of \(a\), `0` sets \(b\) to zero, and `![1, -1]` lists the values of \(c\). The energies \(t^2-1\) and \(1-t^2\) have mean zero, so

\[
V(t)=\tfrac12(t^2-1)^2+\tfrac12(1-t^2)^2=(t^2-1)^2 .
\]

Its derivative \(4t(t^2-1)\) vanishes at \(-1\), \(0\) and \(1\), with \(V(0)=1\) and \(V(\pm1)=0\). The theorem states the formula for \(V\), the zero slope at the origin and \(V(1)<V(0)\). Lean obtains the slope from the linear coefficient \(2\,\mathrm{Cov}(a,b)\) of the polynomial as defined for \(b=0\), which is zero.

The value \(c=1\) has the wrong sign for \(-\tfrac12|\nabla J|^2\), but subtracting 2 from both values of \(c\) makes them negative and leaves the variance unchanged.

```lean
#print axioms JastrowVarianceMinimization.global_minimum_among_cubic_roots
#print axioms JastrowVarianceMinimization.best_stationary_point_is_global
#print axioms JastrowVarianceMinimization.minimizer_of_constant_curvature
#print axioms JastrowVarianceMinimization.double_well
```

```
'JastrowVarianceMinimization.global_minimum_among_cubic_roots' depends on axioms: [propext, Classical.choice, Quot.sound]
'JastrowVarianceMinimization.best_stationary_point_is_global' depends on axioms: [propext, Classical.choice, Quot.sound]
'JastrowVarianceMinimization.minimizer_of_constant_curvature' depends on axioms: [propext, Classical.choice, Quot.sound]
'JastrowVarianceMinimization.double_well' depends on axioms: [propext, Classical.choice, Quot.sound]
```
